# Partial spin squares of spins one half commute exactly for nested or disjoint site sets

For spins one half and finite sets of sites $A$ and $B$, the squares $S_A^2$ and $S_B^2$ of the total spins of the two sets commute if and only if one set contains the other or the two are disjoint. For $N$ spins added one at a time, the simultaneous eigenfunctions of the spin squares of the first spin, the first two, and so on up to all $N$, span the spin space.

```lean
import Mathlib

open Finset Module

noncomputable section

namespace GenealogicalCoupling

variable {ι : Type*} [DecidableEq ι]

/-- Spin functions: complex amplitudes on the up (0) / down (1) configurations of the sites. -/
abbrev SpinSpace (ι : Type*) := EuclideanSpace ℂ (ι → Fin 2)

/-- The three spin-one-half matrices, in units of ħ. -/
def spinMatrix : Fin 3 → Matrix (Fin 2) (Fin 2) ℂ :=
  ![!![0, 1/2; 1/2, 0], !![0, -Complex.I/2; Complex.I/2, 0], !![1/2, 0; 0, -1/2]]

/-- A one-spin matrix acting on site `i` and leaving all other sites alone. -/
def siteOp (i : ι) (M : Matrix (Fin 2) (Fin 2) ℂ) : End ℂ (SpinSpace ι) where
  toFun f := WithLp.toLp 2 fun c => ∑ b, M (c i) b * f (Function.update c i b)
  map_add' f g := by ext c; simp [Fin.sum_univ_two]; ring
  map_smul' r f := by ext c; simp [Fin.sum_univ_two]; ring

/-- The operator that exchanges the spins of sites `i` and `j`. -/
def exchange (i j : ι) : End ℂ (SpinSpace ι) where
  toFun f := WithLp.toLp 2 fun c => f (c ∘ Equiv.swap i j)
  map_add' f g := by ext c; simp
  map_smul' r f := by ext c; simp

/-- The sum of the exchanges over all ordered pairs of sites in `A`. -/
def exchangeSum (A : Finset ι) : End ℂ (SpinSpace ι) := ∑ i ∈ A, ∑ j ∈ A, exchange i j

/-- The partial spin square `S_A²`: the squared components of the total spin of `A`, summed. -/
def spinSq (A : Finset ι) : End ℂ (SpinSpace ι) :=
  ∑ a, (∑ i ∈ A, siteOp i (spinMatrix a)) * ∑ i ∈ A, siteOp i (spinMatrix a)

/-- The amplitudes after a one-spin matrix has acted on site `i`. -/
theorem siteOp_apply (i : ι) (M : Matrix (Fin 2) (Fin 2) ℂ) (f : SpinSpace ι) (c : ι → Fin 2) :
    siteOp i M f c = ∑ b, M (c i) b * f (Function.update c i b) := rfl

/-- Dirac's identity: for two different sites, `s_i · s_j` is half the exchange minus 1/4. -/
theorem dirac_exchange {i j : ι} (h : i ≠ j) :
    ∑ a, siteOp i (spinMatrix a) * siteOp j (spinMatrix a)
      = (1/2 : ℂ) • exchange i j - (1/4 : ℂ) • (1 : End ℂ (SpinSpace ι)) := by
  -- the identity for the amplitudes of two spins
  have key : ∀ (F : Fin 2 → Fin 2 → ℂ) (x y : Fin 2),
      ∑ a, ∑ b, spinMatrix a x b * ∑ b', spinMatrix a y b' * F b b'
        = 1/2 * F y x - 1/4 * F x y := by
    intro F x y
    fin_cases x <;> fin_cases y <;>
      (try simp [spinMatrix, Fin.sum_univ_three, Fin.sum_univ_two]) <;>
      (try ring_nf) <;> (try simp only [Complex.I_sq]) <;> (try ring)
  refine LinearMap.ext fun f => PiLp.ext fun c => ?_
  have he : exchange i j f c = f (Function.update (Function.update c i (c j)) j (c i)) := by
    refine congrArg (fun d => f d) (funext fun k => ?_)
    by_cases hj : k = j
    · simp [hj]
    · by_cases hi : k = i
      · simp [hi, h]
      · simp [hi, hj, Equiv.swap_apply_of_ne_of_ne]
  have := key (fun b b' => f (Function.update (Function.update c i b) j b')) (c i) (c j)
  simp only [Fin.sum_univ_three, Function.update_eq_self] at this
  simp only [Fin.sum_univ_three, LinearMap.add_apply, LinearMap.sub_apply,
    LinearMap.smul_apply, Module.End.mul_apply, Module.End.one_apply, PiLp.add_apply,
    PiLp.sub_apply, PiLp.smul_apply, smul_eq_mul, siteOp_apply, he,
    Function.update_of_ne h.symm]
  exact this

/-- `S_A²` is half the sum of the exchanges over all ordered pairs of sites in `A` (equal sites
included), plus a constant set by the size of `A`. -/
theorem spinSq_eq_exchange (A : Finset ι) :
    spinSq A = (1/2 : ℂ) • exchangeSum A
      + ((A.card : ℂ)/2 - (A.card : ℂ)^2/4) • (1 : End ℂ (SpinSpace ι)) := by
  -- a single spin has s² = 3/4
  have key : ∀ (F : Fin 2 → ℂ) (x : Fin 2),
      ∑ a, ∑ b, spinMatrix a x b * ∑ b', spinMatrix a b b' * F b' = 3/4 * F x := by
    intro F x
    fin_cases x <;> (try simp [spinMatrix, Fin.sum_univ_three, Fin.sum_univ_two]) <;>
      (try ring_nf) <;> (try simp only [Complex.I_sq]) <;> (try ring)
  have pair : ∀ i j : ι, ∑ a, siteOp i (spinMatrix a) * siteOp j (spinMatrix a)
      = (1/2 : ℂ) • exchange i j
        + ((if i = j then (1/2 : ℂ) else 0) - 1/4) • (1 : End ℂ (SpinSpace ι)) := by
    intro i j
    by_cases h : i = j
    · have h1 : exchange j j = (1 : End ℂ (SpinSpace ι)) :=
        LinearMap.ext fun f => PiLp.ext fun c => by simp [exchange]
      rw [if_pos h, h, h1, ← add_smul]
      refine LinearMap.ext fun f => PiLp.ext fun c => ?_
      have := key (fun b => f (Function.update c j b)) (c j)
      simp only [Fin.sum_univ_three, Function.update_eq_self] at this
      simp only [Fin.sum_univ_three, LinearMap.add_apply, LinearMap.smul_apply,
        Module.End.mul_apply, Module.End.one_apply, PiLp.add_apply, PiLp.smul_apply,
        smul_eq_mul, siteOp_apply, Function.update_self, Function.update_idem]
      rw [this]
      ring
    · rw [if_neg h, dirac_exchange h]
      module
  have row : ∀ i ∈ A, ∑ j ∈ A, ((if i = j then (1/2 : ℂ) else 0) - 1/4)
      = 1/2 - (A.card : ℂ)/4 := by
    intro i hi
    rw [sum_sub_distrib, sum_ite_eq, if_pos hi, sum_const, nsmul_eq_mul]
    ring
  have tot : ∑ i ∈ A, ∑ j ∈ A, ((if i = j then (1/2 : ℂ) else 0) - 1/4)
      = (A.card : ℂ)/2 - (A.card : ℂ)^2/4 := by
    rw [sum_congr rfl row, sum_const, nsmul_eq_mul]
    ring
  have expand : spinSq A
      = ∑ i ∈ A, ∑ j ∈ A, ∑ a, siteOp i (spinMatrix a) * siteOp j (spinMatrix a) := by
    simp only [spinSq, sum_mul_sum]
    rw [sum_comm]
    exact sum_congr rfl fun i _ => sum_comm
  rw [expand, ← tot]
  simp only [exchangeSum, pair, sum_add_distrib, smul_sum, sum_smul]

/-- Exchanging two sites that are both inside or both outside `B` commutes with `S_B²`. -/
theorem exchange_commute_spinSq {B : Finset ι} {p q : ι} (h : p ∈ B ↔ q ∈ B) :
    Commute (exchange p q) (spinSq B) := by
  have conj : ∀ i j, exchange p q * exchange i j
      = exchange (Equiv.swap p q i) (Equiv.swap p q j) * exchange p q := fun i j =>
    LinearMap.ext fun f => PiLp.ext fun c => congrArg (fun d => f d) (funext fun x =>
      congrArg c ((Equiv.swap p q).injective.swap_apply i j x).symm)
  have mem : ∀ i ∈ B, Equiv.swap p q i ∈ B := by
    intro i hi
    rw [Equiv.swap_apply_def]
    split_ifs with h1 h2
    exacts [h.1 (h1 ▸ hi), h.2 (h2 ▸ hi), hi]
  -- the exchange only permutes the terms of the sum over B
  have reindex : ∀ g : ι → End ℂ (SpinSpace ι),
      ∑ i ∈ B, g (Equiv.swap p q i) = ∑ i ∈ B, g i := fun g =>
    sum_nbij' (Equiv.swap p q) (Equiv.swap p q) mem mem (by simp) (by simp) (by simp)
  rw [spinSq_eq_exchange, exchangeSum]
  refine Commute.add_right (Commute.smul_right ?_ _)
    (Commute.smul_right (Commute.one_right _) _)
  change _ * _ = _ * _
  simp only [mul_sum, conj, sum_mul]
  exact (reindex (fun i => ∑ j ∈ B, exchange i (Equiv.swap p q j) * exchange p q)).trans
    (sum_congr rfl fun i _ => reindex (fun j => exchange i j * exchange p q))

/-- Two partial spin squares commute exactly when one set of sites contains the other
or the two sets are disjoint. -/
theorem spinSq_commute_iff (A B : Finset ι) :
    Commute (spinSq A) (spinSq B) ↔ A ⊆ B ∨ B ⊆ A ∨ Disjoint A B := by
  constructor
  · intro h
    by_contra hn
    simp only [not_or, Finset.not_subset, Finset.not_disjoint_iff] at hn
    obtain ⟨⟨i, hiA, hiB⟩, ⟨k, hkB, hkA⟩, ⟨j, hjA, hjB⟩⟩ := hn
    have hJ : ∀ C : Finset ι, exchangeSum C = (2 : ℂ) • spinSq C
        - ((C.card : ℂ) - (C.card : ℂ)^2/2) • (1 : End ℂ (SpinSpace ι)) := by
      intro C
      rw [spinSq_eq_exchange]
      module
    have hc : Commute (exchangeSum A) (exchangeSum B) := by
      rw [hJ A, hJ B]
      exact (((h.smul_right (2 : ℂ)).sub_right ((Commute.one_right _).smul_right _)).smul_left
        (2 : ℂ)).sub_left ((Commute.one_left _).smul_left _)
    -- start from "site i is down", read off the configuration with only site k down
    let d : ι → SpinSpace ι := fun q => WithLp.toLp 2 fun c => if c q = 1 then 1 else 0
    obtain ⟨ev, hev⟩ : ∃ ev : SpinSpace ι →ₗ[ℂ] ℂ, ∀ q, ev (d q) = if q = k then 1 else 0 :=
      ⟨{ toFun := fun f => f (fun x => if x = k then 1 else 0)
         map_add' := fun _ _ => rfl
         map_smul' := fun _ _ => rfl }, fun q => by
        change (if (if q = k then (1 : Fin 2) else 0) = 1 then (1 : ℂ) else 0) = _
        by_cases hq : q = k <;> simp [hq]⟩
    have hex : ∀ (C : Finset ι) (x : ι),
        exchangeSum C (d x) = ∑ p ∈ C, ∑ q ∈ C, d (Equiv.swap p q x) := by
      intro C x
      simp only [exchangeSum, LinearMap.sum_apply]
      rfl
    have key := congrArg (fun T : End ℂ (SpinSpace ι) => ev (T (d i))) hc.eq
    simp only [Module.End.mul_apply, hex, map_sum, hev] at key
    -- one order never moves i to k, the other does so through the shared site j
    have count : ∑ p ∈ A, ∑ q ∈ A, ∑ r ∈ B, ∑ s ∈ B,
        (if Equiv.swap r s (Equiv.swap p q i) = k then 1 else 0 : ℕ) = 0 := by
      apply Nat.cast_injective (R := ℂ)
      push_cast
      refine key.symm.trans (sum_eq_zero fun r hr => sum_eq_zero fun s hs =>
        sum_eq_zero fun p hp => sum_eq_zero fun q hq => if_neg fun e => ?_)
      have hir : i ≠ r := fun e => hiB (e ▸ hr)
      have his : i ≠ s := fun e => hiB (e ▸ hs)
      rw [Equiv.swap_apply_of_ne_of_ne hir his] at e
      have hk : Equiv.swap p q k = k :=
        Equiv.swap_apply_of_ne_of_ne (fun e => hkA (e ▸ hp)) (fun e => hkA (e ▸ hq))
      have hik : i = k := (Equiv.swap p q).injective (e.trans hk.symm)
      exact hkA (hik ▸ hiA)
    simp only [Finset.sum_eq_zero_iff] at count
    have := count i hiA j hjA j hjB k hkB
    simp at this
  · have comm : ∀ A B : Finset ι, (∀ p ∈ A, ∀ q ∈ A, (p ∈ B ↔ q ∈ B)) →
        Commute (spinSq A) (spinSq B) := by
      intro A B h
      rw [spinSq_eq_exchange A, exchangeSum]
      exact Commute.add_left (Commute.smul_left (Commute.sum_left _ _ _ fun p hp =>
        Commute.sum_left _ _ _ fun q hq => exchange_commute_spinSq (h p hp q hq)) _)
        (Commute.smul_left (Commute.one_left _) _)
    rintro (h | h | h)
    · exact comm A B fun p hp q hq => iff_of_true (h hp) (h hq)
    · exact (comm B A fun p hp q hq => iff_of_true (h hp) (h hq)).symm
    · exact comm A B fun p hp q hq =>
        iff_of_false (Finset.disjoint_left.1 h hp) (Finset.disjoint_left.1 h hq)

/-- For three different sites, the spin squares of `{i, j}` and `{j, k}` do not commute. -/
theorem not_commute_overlapping_pairs {i j k : ι} (hij : i ≠ j) (hik : i ≠ k) (hjk : j ≠ k) :
    ¬ Commute (spinSq {i, j}) (spinSq {j, k}) := by
  rw [spinSq_commute_iff]
  rintro (h | h | h)
  · have := h (by simp : i ∈ ({i, j} : Finset ι))
    simp [hij, hik] at this
  · have := h (by simp : k ∈ ({j, k} : Finset ι))
    simp [hik.symm, hjk.symm] at this
  · exact Finset.disjoint_left.1 h (by simp : j ∈ ({i, j} : Finset ι)) (by simp)

/-- For finitely many sites, the partial spin square is a symmetric operator on the spin space. -/
theorem spinSq_isSymmetric [Fintype ι] (A : Finset ι) : LinearMap.IsSymmetric (spinSq A) := by
  have hex : ∀ (i j : ι) (x y : SpinSpace ι),
      inner ℂ (exchange i j x) y = inner ℂ x (exchange i j y) := by
    intro i j x y
    have hinv : ∀ c : ι → Fin 2, (c ∘ Equiv.swap i j) ∘ Equiv.swap i j = c :=
      fun c => funext fun k => by simp
    simp only [PiLp.inner_apply]
    refine sum_nbij' (fun c => c ∘ Equiv.swap i j) (fun c => c ∘ Equiv.swap i j)
      (by simp) (by simp) (fun c _ => hinv c) (fun c _ => hinv c) fun c _ => ?_
    change inner ℂ (x (c ∘ Equiv.swap i j)) (y c)
      = inner ℂ (x (c ∘ Equiv.swap i j)) (y ((c ∘ Equiv.swap i j) ∘ Equiv.swap i j))
    rw [hinv]
  have c2 : starRingEnd ℂ 2 = 2 := Complex.ext (by simp) (by simp)
  have c4 : starRingEnd ℂ 4 = 4 := Complex.ext (by simp) (by simp)
  have h1 : starRingEnd ℂ (1/2) = 1/2 := by simp [c2]
  have h2 : starRingEnd ℂ ((A.card : ℂ)/2 - (A.card : ℂ)^2/4)
      = (A.card : ℂ)/2 - (A.card : ℂ)^2/4 := by simp [c2, c4]
  intro x y
  rw [spinSq_eq_exchange]
  simp only [exchangeSum, LinearMap.add_apply, LinearMap.smul_apply, LinearMap.sum_apply,
    Module.End.one_apply, inner_add_left, inner_add_right, inner_smul_left,
    inner_smul_right, sum_inner, inner_sum, hex, h1, h2]

/-- For `N` spins added one at a time, the simultaneous eigenfunctions of the spin squares of all
initial segments span the spin space. -/
theorem genealogical_functions_span (N : ℕ) :
    ⨆ χ : Fin N → ℂ, ⨅ k, End.eigenspace (spinSq (Finset.Iic k)) (χ k) = ⊤ :=
  LinearMap.IsSymmetric.iSup_iInf_eq_top_of_commute
    (fun k : Fin N => spinSq_isSymmetric (Finset.Iic k))
    (fun k l _ => (spinSq_commute_iff _ _).2 ((le_total k l).elim
      (fun h => Or.inl (Finset.Iic_subset_Iic.2 h))
      (fun h => Or.inr (Or.inl (Finset.Iic_subset_Iic.2 h)))))

end GenealogicalCoupling
```

```lean
#print axioms GenealogicalCoupling.spinSq_commute_iff
#print axioms GenealogicalCoupling.not_commute_overlapping_pairs
#print axioms GenealogicalCoupling.genealogical_functions_span
```

```
'GenealogicalCoupling.spinSq_commute_iff' depends on axioms: [propext, Classical.choice, Quot.sound]
'GenealogicalCoupling.not_commute_overlapping_pairs' depends on axioms: [propext, Classical.choice, Quot.sound]
'GenealogicalCoupling.genealogical_functions_span' depends on axioms: [propext, Classical.choice, Quot.sound]
```

## Spins as amplitudes on configurations

A configuration $c$ assigns to each site the value 0 (up) or 1 (down), and a spin function $f$ gives a complex amplitude $f(c)$ to each configuration. This is `SpinSpace ι`, where `ι` is the type of sites. The matrices $s_x, s_y, s_z$ in `spinMatrix` are half the Pauli matrices, so $\hbar = 1$. `siteOp i M` lets a $2\times2$ matrix act on site $i$ alone, and `spinSq A` is

$$S_A^2=\sum_{a=x,y,z}\Big(\sum_{i\in A}s_{i,a}\Big)^2 .$$

The spin square is thus defined from the spin matrices, and its expression through exchanges is proved.

`spinSq_commute_iff` is the equivalence. It holds for any type of sites, finite or not, as long as $A$ and $B$ are finite. `not_commute_overlapping_pairs` is the smallest failure: $\{i,j\}$ and $\{j,k\}$ with three different sites.

`genealogical_functions_span` concerns the sites $0,\dots,N-1$. `Finset.Iic k` is the set of sites up to and including $k$, and `χ` lists one eigenvalue for each of these sets. The infimum of the eigenspaces is the space of functions that have all the listed eigenvalues at once; the supremum over `χ` is the span of these spaces, and `⊤` is the whole spin space.

## What the chain of labels fixes

In genealogical coupling, a spin function is labelled by the total spin reached after each added electron. The commutation theorem makes these labels compatible. It also shows that, for three spins, the intermediate spin of sites 1 and 2 and that of sites 2 and 3 are not compatible observables, so coupling the spins in a different order can give different spin-adapted functions for a fixed set of singly occupied orbitals, the spatial part being left out. The space that all these functions span is the same for every order.

The span theorem does not compute the eigenvalues $S(S+1)$, and it does not say that a list of labels picks out a single function. For two spins it cannot: the three triplet functions with $S_z=1,0,-1$ share all their labels, since the eigenvalue of the total $S_z$ is not among the labels.

## From spin squares to exchanges

Let $P_{ij}$ exchange the spins of sites $i$ and $j$: $(P_{ij}f)(c)=f(c\circ(i\,j))$. For $i\neq j$, Dirac's identity is

$$\mathbf s_i\cdot\mathbf s_j=\tfrac12P_{ij}-\tfrac14 .$$

To check it, write $F(x,y)$ for the amplitude with spin $x$ on site $i$ and $y$ on site $j$, the other sites being fixed. If $x=y$, the product of the two $s_z$ matrices gives $\tfrac14F(x,x)$, while the $s_x$ and $s_y$ products cancel. If $x\neq y$, the $s_z$ product gives $-\tfrac14F(x,y)$, and the $s_x$ and $s_y$ products each give $\tfrac14F(y,x)$. Both cases agree with $\tfrac12F(y,x)-\tfrac14F(x,y)$. In `dirac_exchange`, `key` is this check, with `fin_cases` running through the four pairs of spins, and `he` writes the exchange as two changes of the configuration.

For $i=j$ we have $\mathbf s_i^2=\tfrac34$ and $P_{ii}=1$, so $\mathbf s_i\cdot\mathbf s_j=\tfrac12P_{ij}+\tfrac12\delta_{ij}-\tfrac14$ holds for every pair. Summing over the ordered pairs in $A$, with $n=|A|$, gives `spinSq_eq_exchange`:

$$S_A^2=\tfrac12J_A+\tfrac n2-\tfrac{n^2}4,\qquad J_A=\sum_{i,j\in A}P_{ij}.$$

Here $J_A$ is `exchangeSum A`. Since the rest is a constant, $S_A^2$ and $S_B^2$ commute exactly when $J_A$ and $J_B$ do.

## Nested and disjoint sets commute

Let $\pi=(p\,q)$. Moving an exchange past $P_{pq}$ relabels its sites:

$$P_{pq}P_{ij}=P_{\pi(i)\pi(j)}P_{pq}.$$

If $p$ and $q$ are both in $B$ or both outside it, $\pi$ maps $B$ onto itself, and the relabelling only permutes the terms of $J_B$. So $P_{pq}$ commutes with $S_B^2$. This is `exchange_commute_spinSq`, where `conj` is the relabelling and `reindex` the permutation of the sum.

Now $S_A^2$ is built from exchanges with $p,q\in A$. If $A\subseteq B$, both sites are always in $B$; if the sets are disjoint, both are always outside. The case $B\subseteq A$ follows by interchanging the roles of the two sets.

## A partial overlap does not

Suppose that neither set contains the other and that they share a site. Choose $i\in A\setminus B$, $k\in B\setminus A$ and $j\in A\cap B$. Let $d_q$ be the unnormalised function with amplitude 1 on every configuration in which site $q$ is down, and 0 elsewhere. For $N$ sites its norm is $2^{(N-1)/2}$, a factor that does not affect whether a commutator vanishes. Exchanges move the label, so that

$$P_{pq}\,d_x=d_{\pi(x)},\qquad J_C\,d_x=\sum_{p,q\in C}d_{(p\,q)x}.$$

Apply both products to $d_i$ and read off the amplitude of the configuration in which only $k$ is down. This reading, `ev` in the code, gives 1 on $d_k$ and 0 on every other $d_q$.

- In $J_AJ_Bd_i$, the exchanges within $B$ leave $i$ alone, and those within $A$ never take it to $k$. The amplitude is 0.
- In $J_BJ_Ad_i$, every term contributes 0 or 1, and the exchange $(i\,j)$ followed by $(j\,k)$ contributes 1. The amplitude is positive.

The products therefore differ. In Lean, `count` turns the assumed equality into a vanishing sum of natural numbers. Every term must then be zero, which the term through $j$ contradicts.

## Joint eigenfunctions of the chain

An exchange only permutes the configurations and is its own inverse, so $\langle P_{ij}f,g\rangle=\langle f,P_{ij}g\rangle$. The coefficients in the exchange formula are real, which makes $S_A^2$ symmetric; this is `spinSq_isSymmetric`, for finitely many sites. Any two initial segments are nested, so their spin squares commute.

A symmetric operator on a finite-dimensional space splits it into eigenspaces. A second symmetric operator that commutes with it preserves each of them and, being symmetric there too, can be diagonalised there in turn. Repeating this along the chain gives the span. The last theorem obtains it from Mathlib's result for commuting symmetric families.

## Tensor products in place of amplitudes

The spin space could also have been modelled as a tensor product of $N$ copies of $\mathbb C^2$. For finitely many sites that space is isomorphic to the one used here, and the theorems would say the same. The exchanges would permute tensor factors, and the function $d_q$, which is given directly by its amplitudes here, would be the product of "down" on site $q$ and the unnormalised sum "up plus down" on every other site.
